# Spin contamination of global penalty minimisers never increases with the penalty strength

## Trial states as an arbitrary set

An approximate many-electron wavefunction can mix different total spins, and one remedy is to minimise the energy plus a penalty on the unwanted spin components. The modelling choice is what to call a trial state. Here it is any member of a set $T$, with no linear structure, dimension or parametrisation assumed. Determinants, correlated wavefunctions and circuit parameters all fit, and so do sets that are not closed under superposition.

Two real functions are given on the trial states, the energy $E$ and the contamination $C$. For a penalty strength $c$, a minimiser is a state in $T$ with the lowest value of $E+cC$ over all of $T$. That such a state exists is assumed.

## What a stronger penalty does

Let $y_c$ be a minimiser for each $c>0$. The theorem `penalty_method` states three things:

- $C(y_c)$ never increases as $c$ grows.
- $E(y_c)$ never decreases as $c$ grows.
- If $E\ge m$ on $T$ and some $z\in T$ has $C(z)=0$, then $C(y_c)\le (E(z)-m)/c$.

In Lean, `IsPenaltyMinimiser T E C c y` says that `y` lies in `T` and minimises `penalisedEnergy E C c` there. The function `y : ℝ → X` picks one minimiser per strength, and `Set.Ioi 0` is the range $c>0$. `AntitoneOn` and `MonotoneOn` mean "never increases" and "never decreases".

None of the three statements needs $C\ge 0$. That condition enters in two further theorems: $C(y_c)\to0$ as $c\to\infty$, given $m$ and $z$ as above, and a minimiser with zero contamination remains a minimiser at every larger strength.

For spin, `energyForm` is $\mathrm{Re}\langle\psi|H\psi\rangle$ and `spinContamination` is $\|(S^2-s(s+1))\psi\|^2$, with $s$ the target spin and $\hbar=1$. The name often refers instead to the excess of $\langle S^2\rangle$ over $s(s+1)$. The operators `H` and `S2` are arbitrary linear maps on a complex inner product space, defined on every vector; neither Hermiticity nor the spin algebra is used. Vectors in `T` need not be normalised. For the usual expectation values one takes `T` to contain unit vectors only; otherwise both quantities must be divided by $\|\psi\|^2$.

The step left to the user is that $y_c$ is a global minimiser over $T$. An iterative optimiser may stop at a local minimum, to which these inequalities need not apply.

## The inequalities by hand

Take $c<c'$ with minimisers $y$ and $y'$. Each is compared with the other:

$$E(y)+cC(y)\le E(y')+cC(y'),$$
$$E(y')+c'C(y')\le E(y)+c'C(y).$$

Adding the two cancels the energies and leaves

$$(c'-c)\,\bigl(C(y')-C(y)\bigr)\le 0,$$

so $C(y')\le C(y)$. For $c\ge0$ the first inequality then gives

$$E(y')-E(y)\ge c\,\bigl(C(y)-C(y')\bigr)\ge 0.$$

For the bound, compare $y_c$ with the uncontaminated state $z$:

$$m+cC(y_c)\le E(y_c)+cC(y_c)\le E(z).$$

Subtracting $m$ and dividing by $c>0$ gives the result. If also $C\ge0$, then $C(y_c)$ lies between $0$ and $(E(z)-m)/c$, and so tends to zero.

Suppose that $C\ge0$ on $T$ and that $y$ is a minimiser at strength $c$ with $C(y)=0$. If $c'\ge c$, then for every $x\in T$

$$E(y)\le E(x)+cC(x)\le E(x)+c'C(x),$$

so $y$ is also a minimiser at $c'$.

In the spin model, a squared norm vanishes only for the zero vector. Hence the contamination is zero exactly when $S^2\psi=s(s+1)\psi$, and the bound applies with any such trial vector as $z$.

Two examples complete the picture. For a singlet–triplet mixture with triplet weight $p\in[0,1]$, take $C=2p$, which is $\langle S^2\rangle$, and $E=-2cp$. Then $E+cC=0$ for every $p$, so $p=1$ is a minimiser. With $z$ at $p=0$ and $m=-2c$, the bound is $2c/c=2=C(1)$, and it is attained. The energy function here is chosen after $c$.

For real $x$ with $E=(x-1)^2$ and $C=x^2$,

$$(x-1)^2+cx^2=(1+c)\Bigl(x-\frac1{1+c}\Bigr)^2+\frac{c}{1+c},$$

so the minimiser is $1/(1+c)$.

## The bound in an unrestricted Hartree–Fock calculation

Let $T$ be the normalised unrestricted determinants with equal numbers of up and down electrons, and let the target be a singlet. Each closed-shell determinant is an uncontaminated member of $T$, so the restricted Hartree–Fock solution can serve as $z$. The lowest unrestricted energy can serve as $m$. The contamination at strength $c$ is then at most the restricted–unrestricted energy difference divided by $c$.

For illustration, a difference of $0.05$ hartree and $c=5$ hartree give $C\le 0.01$. With two electrons and triplet weight $p$, the squared-norm contamination is $4p$, so $p\le0.0025$.

## The Lean file

```lean
import Mathlib

open Filter Topology

namespace SpinPenalty

noncomputable section

variable {X : Type*}

/-- The penalised energy `E + c C` of a trial state, with penalty strength `c`. -/
def penalisedEnergy (E C : X → ℝ) (c : ℝ) (x : X) : ℝ := E x + c * C x

/-- The state `y` belongs to the trial set `T` and minimises the penalised energy
`E + c C` over `T`. -/
structure IsPenaltyMinimiser (T : Set X) (E C : X → ℝ) (c : ℝ) (y : X) : Prop where
  mem : y ∈ T
  le : ∀ x ∈ T, penalisedEnergy E C c y ≤ penalisedEnergy E C c x

/-- A minimiser at a larger penalty strength is at most as contaminated as a minimiser
at a smaller one. -/
theorem contamination_le_of_lt {T : Set X} {E C : X → ℝ} {c c' : ℝ} {y y' : X}
    (hcc : c < c') (hy : IsPenaltyMinimiser T E C c y)
    (hy' : IsPenaltyMinimiser T E C c' y') : C y' ≤ C y := by
  have h1 := hy.le y' hy'.mem
  have h2 := hy'.le y hy.mem
  simp only [penalisedEnergy] at h1 h2
  -- the sum of both conditions reads (c' - c) (C y' - C y) ≤ 0
  by_contra h
  push Not at h
  nlinarith [mul_pos (sub_pos.2 hcc) (sub_pos.2 h)]

/-- A minimiser at a larger penalty strength has at least the energy of a minimiser
at a smaller, non-negative one. -/
theorem energy_le_of_lt {T : Set X} {E C : X → ℝ} {c c' : ℝ} {y y' : X}
    (hc : 0 ≤ c) (hcc : c < c') (hy : IsPenaltyMinimiser T E C c y)
    (hy' : IsPenaltyMinimiser T E C c' y') : E y ≤ E y' := by
  have hC := contamination_le_of_lt hcc hy hy'
  have h1 := hy.le y' hy'.mem
  simp only [penalisedEnergy] at h1
  nlinarith [mul_nonneg hc (sub_nonneg.2 hC)]

/-- If the energy is at least `m` on the trial set and `z` is an uncontaminated trial state,
then a minimiser at strength `c > 0` has contamination at most `(E z - m) / c`. -/
theorem contamination_le_div {T : Set X} {E C : X → ℝ} {c m : ℝ} {y z : X}
    (hc : 0 < c) (hy : IsPenaltyMinimiser T E C c y) (hm : ∀ x ∈ T, m ≤ E x)
    (hz : z ∈ T) (hCz : C z = 0) : C y ≤ (E z - m) / c := by
  have h1 := hy.le z hz
  have h2 := hm y hy.mem
  simp only [penalisedEnergy, hCz, mul_zero, add_zero] at h1
  rw [le_div_iff₀ hc, mul_comm]
  linarith

/-- Let `y c` minimise `E + c C` over the trial set for each `c > 0`. As `c` grows, the
contamination of `y c` never increases and its energy never decreases; if the energy is at
least `m` on the trial set and `z` is an uncontaminated trial state, the contamination is
at most `(E z - m) / c`. -/
theorem penalty_method {T : Set X} {E C : X → ℝ} {y : ℝ → X}
    (hy : ∀ c, 0 < c → IsPenaltyMinimiser T E C c (y c)) :
    AntitoneOn (fun c => C (y c)) (Set.Ioi 0) ∧
    MonotoneOn (fun c => E (y c)) (Set.Ioi 0) ∧
    ∀ m : ℝ, (∀ x ∈ T, m ≤ E x) → ∀ z ∈ T, C z = 0 →
      ∀ c, 0 < c → C (y c) ≤ (E z - m) / c := by
  refine ⟨?_, ?_, ?_⟩
  · intro a ha b hb hab
    rcases hab.eq_or_lt with rfl | h
    · exact le_rfl
    · exact contamination_le_of_lt h (hy a ha) (hy b hb)
  · intro a ha b hb hab
    rcases hab.eq_or_lt with rfl | h
    · exact le_rfl
    · exact energy_le_of_lt (le_of_lt ha) h (hy a ha) (hy b hb)
  · intro m hm z hz hCz c hc
    exact contamination_le_div hc (hy c hc) hm hz hCz

/-- For non-negative contamination, an energy bounded below on the trial set and at least one
uncontaminated trial state, the contamination of the minimisers tends to zero as the penalty
strength tends to infinity. -/
theorem contamination_tendsto_zero {T : Set X} {E C : X → ℝ} {y : ℝ → X} {m : ℝ} {z : X}
    (hC : ∀ x ∈ T, 0 ≤ C x) (hy : ∀ c, 0 < c → IsPenaltyMinimiser T E C c (y c))
    (hm : ∀ x ∈ T, m ≤ E x) (hz : z ∈ T) (hCz : C z = 0) :
    Tendsto (fun c => C (y c)) atTop (𝓝 0) := by
  have hlim : Tendsto (fun c : ℝ => (E z - m) / c) atTop (𝓝 0) :=
    tendsto_const_nhds.div_atTop tendsto_id
  -- squeeze between zero and the 1/c bound
  refine squeeze_zero' ?_ ?_ hlim
  · filter_upwards [eventually_gt_atTop (0 : ℝ)] with c hc
    exact hC _ (hy c hc).mem
  · filter_upwards [eventually_gt_atTop (0 : ℝ)] with c hc
    exact contamination_le_div hc (hy c hc) hm hz hCz

/-- For non-negative contamination, a minimiser that is uncontaminated at strength `c`
is also a minimiser at every larger strength. -/
theorem uncontaminated_minimiser_persists {T : Set X} {E C : X → ℝ} {c c' : ℝ} {y : X}
    (hC : ∀ x ∈ T, 0 ≤ C x) (hcc : c ≤ c') (hy : IsPenaltyMinimiser T E C c y)
    (hCy : C y = 0) : IsPenaltyMinimiser T E C c' y := by
  refine ⟨hy.mem, fun x hx => ?_⟩
  have h1 := hy.le x hx
  simp only [penalisedEnergy, hCy, mul_zero, add_zero] at h1 ⊢
  nlinarith [mul_nonneg (sub_nonneg.2 hcc) (hC x hx)]

section Spin

variable {V : Type*} [NormedAddCommGroup V] [InnerProductSpace ℂ V]

/-- The real part of `⟨ψ|Hψ⟩`. -/
def energyForm (H : V →ₗ[ℂ] V) (ψ : V) : ℝ := (inner ℂ ψ (H ψ)).re

/-- The squared norm of `(S² - s(s+1)) ψ`, where `S2` is the operator `S²`. -/
def spinContamination (S2 : V →ₗ[ℂ] V) (s : ℝ) (ψ : V) : ℝ :=
  ‖S2 ψ - ((s * (s + 1) : ℝ) : ℂ) • ψ‖ ^ 2

/-- The spin contamination of `ψ` vanishes exactly when `S² ψ = s(s+1) ψ`. -/
theorem spinContamination_eq_zero_iff (S2 : V →ₗ[ℂ] V) (s : ℝ) (ψ : V) :
    spinContamination S2 s ψ = 0 ↔ S2 ψ = ((s * (s + 1) : ℝ) : ℂ) • ψ := by
  unfold spinContamination
  rw [pow_eq_zero_iff two_ne_zero, norm_eq_zero, sub_eq_zero]

/-- Let `y` minimise the energy plus `c > 0` times the spin contamination over a set of trial
vectors on which the energy is at least `m`. If a trial vector `z` satisfies
`S² z = s(s+1) z`, the spin contamination of `y` is at most `(E z - m) / c`. -/
theorem spinContamination_le_div {T : Set V} {H S2 : V →ₗ[ℂ] V} {s c m : ℝ} {y z : V}
    (hc : 0 < c) (hy : IsPenaltyMinimiser T (energyForm H) (spinContamination S2 s) c y)
    (hm : ∀ ψ ∈ T, m ≤ energyForm H ψ) (hz : z ∈ T)
    (hS : S2 z = ((s * (s + 1) : ℝ) : ℂ) • z) :
    spinContamination S2 s y ≤ (energyForm H z - m) / c :=
  contamination_le_div hc hy hm hz ((spinContamination_eq_zero_iff S2 s z).2 hS)

end Spin

/-- The bound is attained at any given `c > 0`: for mixtures with triplet weight `p` in
`[0, 1]`, energy `-2cp` and contamination `2p`, the state `p = 1` is a minimiser whose
contamination equals `(E z - m) / c` with `z` the state `p = 0` and `m = -2c`. -/
theorem bound_sharp {c : ℝ} (hc : 0 < c) :
    IsPenaltyMinimiser (Set.Icc (0 : ℝ) 1) (fun p => -(2 * c) * p) (fun p => 2 * p) c 1 ∧
    (∀ p ∈ Set.Icc (0 : ℝ) 1, -(2 * c) ≤ -(2 * c) * p) ∧
    (2 : ℝ) * 1 = (-(2 * c) * 0 - -(2 * c)) / c := by
  refine ⟨⟨by norm_num, fun p _ => ?_⟩, fun p hp => ?_, ?_⟩
  · simp only [penalisedEnergy]
    exact le_of_eq (by ring)
  · nlinarith [mul_nonneg hc.le (sub_nonneg.2 hp.2)]
  · rw [eq_div_iff hc.ne']
    ring

/-- For real trial parameters `x` with energy `(x - 1)²` and contamination `x²`, the point
`1 / (1 + c)` is a minimiser at every strength `c > 0`. -/
theorem penalty_method_witness (c : ℝ) (hc : 0 < c) :
    IsPenaltyMinimiser Set.univ (fun x : ℝ => (x - 1) ^ 2) (fun x => x ^ 2) c
      (1 / (1 + c)) := by
  refine ⟨Set.mem_univ _, fun x _ => ?_⟩
  simp only [penalisedEnergy]
  have hpos : 0 < 1 + c := by linarith
  have hu : (1 + c) * (1 / (1 + c)) = 1 := mul_one_div_cancel hpos.ne'
  generalize 1 / (1 + c) = u at hu ⊢
  -- completing the square around the minimiser
  have key : (x - 1) ^ 2 + c * x ^ 2 - ((u - 1) ^ 2 + c * u ^ 2)
      = (1 + c) * (x - u) ^ 2 := by
    linear_combination (2 * x - 2 * u) * hu
  have hsq : 0 ≤ (1 + c) * (x - u) ^ 2 := by positivity
  linarith

end

end SpinPenalty
```

```lean
#print axioms SpinPenalty.penalty_method
-- 'SpinPenalty.penalty_method' depends on axioms: [propext, Classical.choice, Quot.sound]
#print axioms SpinPenalty.uncontaminated_minimiser_persists
-- 'SpinPenalty.uncontaminated_minimiser_persists' depends on axioms: [propext, Classical.choice, Quot.sound]
#print axioms SpinPenalty.spinContamination_le_div
-- 'SpinPenalty.spinContamination_le_div' depends on axioms: [propext, Classical.choice, Quot.sound]
#print axioms SpinPenalty.bound_sharp
-- 'SpinPenalty.bound_sharp' depends on axioms: [propext, Classical.choice, Quot.sound]
```

## How Lean reaches the inequalities

`contamination_le_of_lt` obtains the two comparisons as `h1` and `h2`. It assumes the opposite order of contaminations and gives `nlinarith` the positive product of $c'-c$ and $C(y')-C(y)$, which contradicts their sum. `energy_le_of_lt` reuses this ordering, multiplied by $c\ge0$.

`contamination_le_div` clears the denominator with `le_div_iff₀`, after which `linarith` combines the comparison with $z$ and the lower bound $m$.

`penalty_method` assembles these lemmas. Since monotonicity is stated for $a\le b$, it treats $a=b$ separately, where both sides refer to the same chosen state. The two ordering lemmas require $c<c'$ for a reason: two minimisers at one strength can differ in contamination and in energy, as the singlet–triplet example shows.

`contamination_tendsto_zero` applies `squeeze_zero'`, using the two bounds only for positive $c$. `uncontaminated_minimiser_persists` adds the non-negative term $(c'-c)C(x)$ to the old minimum condition.

`spinContamination_eq_zero_iff` passes from squared norm to norm to vector, and `spinContamination_le_div` feeds the result into the general bound. In `bound_sharp`, `ring` verifies that the penalised energies coincide. In `penalty_method_witness`, the minimiser is renamed `u` with $(1+c)u=1$, and `key` is the completed square.
